# A finite pole sum with n vanishing moments equals its order-n remainder at nonzero imaginary frequency

The lemma `green_eq_remainder` concerns a function with finitely many poles at real energies x_k and real weights c_k, evaluated at imaginary frequencies iω_j as G(iω_j) = Σ_k c_k/(iω_j − x_k). The weights may have either sign and are not normalised. If the moments Σ_k x_k^m c_k vanish for every m < n, then at any ω_j ≠ 0 the value is exactly Σ_k c_k (x_k/(iω_j))^n/(iω_j − x_k). The proof shows that the moment terms sum to zero (`h0`), and means to add this zero to the remainder sum on the right, then compare the two sides pole by pole using `pole_expansion`.

An attempt in Lean 4 with a fault in it:

```lean
import Mathlib

open Finset Matrix Filter

namespace ImaginaryAxisContinuation

noncomputable section

/-- The kernel `1 / (i ω_j - x_k)` taking pole weights at real energies `x_k` to values at
imaginary frequencies `i ω_j`. -/
def kernel {J M : ℕ} (ω : Fin J → ℝ) (x : Fin M → ℝ) : Matrix (Fin J) (Fin M) ℂ :=
  Matrix.of fun j k => 1 / (Complex.I * (ω j : ℂ) - (x k : ℂ))

/-- The imaginary-axis data produced by real spectral weights `c` on the pole grid `x`. -/
def green {J M : ℕ} (ω : Fin J → ℝ) (x : Fin M → ℝ) (c : Fin M → ℝ) : Fin J → ℂ :=
  kernel ω x *ᵥ fun k => (c k : ℂ)

/-- The propagator of a single pole equals its first `n` moment terms plus an exact remainder. -/
theorem pole_expansion (n : ℕ) {z x : ℂ} (hz : z ≠ 0) (hzx : z - x ≠ 0) :
    1 / (z - x) = ∑ m ∈ range n, x ^ m / z ^ (m + 1) + (x / z) ^ n / (z - x) := by
  induction n with
  | zero => simp
  | succ n ih =>
    have step : (x / z) ^ n / (z - x)
        = x ^ n / z ^ (n + 1) + (x / z) ^ (n + 1) / (z - x) := by
      rw [div_pow, div_pow]
      field_simp
      ring
    rw [sum_range_succ]
    linear_combination ih + step

/-- If the first `n` spectral moments vanish, the data at a nonzero imaginary frequency consist
of the remainder terms alone. -/
theorem green_eq_remainder {J M n : ℕ} (ω : Fin J → ℝ) (x c : Fin M → ℝ)
    (hc : ∀ m < n, ∑ k, x k ^ m * c k = 0) (j : Fin J) (hj : ω j ≠ 0) :
    green ω x c j = ∑ k, ((x k : ℂ) / (Complex.I * (ω j : ℂ))) ^ n
      / (Complex.I * (ω j : ℂ) - (x k : ℂ)) * (c k : ℂ) := by
  have hz : Complex.I * (ω j : ℂ) ≠ 0 :=
    mul_ne_zero Complex.I_ne_zero (Complex.ofReal_ne_zero.mpr hj)
  have hzx : ∀ k, Complex.I * (ω j : ℂ) - (x k : ℂ) ≠ 0 := by
    intro k h
    have h' := congrArg Complex.im h
    simp at h'
    exact hj h'
  -- the moment terms cancel after summing over the poles
  have h0 : ∑ k, (∑ m ∈ range n, (x k : ℂ) ^ m / (Complex.I * (ω j : ℂ)) ^ (m + 1))
      * (c k : ℂ) = 0 := by
    simp_rw [sum_mul]
    rw [sum_comm]
    refine sum_eq_zero fun m hm => ?_
    have hmom : ∑ k, (x k : ℂ) ^ m * (c k : ℂ) = 0 := by
      exact_mod_cast hc m (mem_range.mp hm)
    have h1 : ∑ k, (x k : ℂ) ^ m / (Complex.I * (ω j : ℂ)) ^ (m + 1) * (c k : ℂ)
        = (∑ k, (x k : ℂ) ^ m * (c k : ℂ)) / (Complex.I * (ω j : ℂ)) ^ (m + 1) := by
      rw [sum_div]
      exact sum_congr rfl fun k _ => by ring
    rw [h1, hmom, zero_div]
  change ∑ k, 1 / (Complex.I * (ω j : ℂ) - (x k : ℂ)) * (c k : ℂ) = _
  rw [← zero_add (∑ k, _ / _ * (c k : ℂ)), ← h0, ← sum_add_distrib]
  refine sum_congr rfl fun k _ => ?_
  rw [← add_mul, ← pole_expansion n hz (hzx k)]

end

end ImaginaryAxisContinuation
```

Lean reports:

```
Main.lean:61:17: error: Tactic `rewrite` failed: Did not find an occurrence of the pattern
  ∑ m ∈ range n, ↑(x k) ^ m / (Complex.I * ↑(ω j)) ^ (m + 1) +
    (↑(x k) / (Complex.I * ↑(ω j))) ^ n / (Complex.I * ↑(ω j) - ↑(x k))
in the target expression
  (∑ m ∈ range n, ↑(x k) ^ m / (Complex.I * ↑(ω j)) ^ (m + 1) + 1 / (Complex.I * ↑(ω j) - ↑(x k))) * ↑(c k) =
    (↑(x k) / (Complex.I * ↑(ω j))) ^ n / (Complex.I * ↑(ω j) - ↑(x k)) * ↑(c k)

J M n : ℕ
ω : Fin J → ℝ
x c : Fin M → ℝ
hc : ∀ m < n, ∑ k, x k ^ m * c k = 0
j : Fin J
hj : ω j ≠ 0
hz : Complex.I * ↑(ω j) ≠ 0
hzx : ∀ (k : Fin M), Complex.I * ↑(ω j) - ↑(x k) ≠ 0
h0 : ∑ k, (∑ m ∈ range n, ↑(x k) ^ m / (Complex.I * ↑(ω j)) ^ (m + 1)) * ↑(c k) = 0
k : Fin M
x✝ : k ∈ univ
⊢ (∑ m ∈ range n, ↑(x k) ^ m / (Complex.I * ↑(ω j)) ^ (m + 1) + 1 / (Complex.I * ↑(ω j) - ↑(x k))) * ↑(c k) =
    (↑(x k) / (Complex.I * ↑(ω j))) ^ n / (Complex.I * ↑(ω j) - ↑(x k)) * ↑(c k)
```

Diagnosis. The message says that the last `rw` found no moment sum plus remainder to fold back into `1 / (z - x)`. The goal it prints has the moment sum added to `1 / (z - x)` on the left, while the remainder stands alone on the right.

The fault lies in the earlier `rw [← zero_add (∑ k, _ / _ * (c k : ℂ)), ...]`. Its pattern, with holes for numerator and denominator, fits the sums on both sides of the equation, and `rw` settled on the left one. The zero therefore went in on the wrong side, and `← h0` and `← sum_add_distrib` turned it into moment terms there.

In the repair, `refine Eq.trans ?_ (zero_add _)` uses `0 + a = a` with `a` the right-hand side, so what remains to prove is that the left side equals `0 +` the remainder sum. The shortened `rw` then replaces that zero by the moment sum and merges the two sums on the right. The unchanged last line now finds its pattern and closes the goal.

The change, after which it compiles:

```diff
@@ -57,5 +57,6 @@
     rw [h1, hmom, zero_div]
   change ∑ k, 1 / (Complex.I * (ω j : ℂ) - (x k : ℂ)) * (c k : ℂ) = _
-  rw [← zero_add (∑ k, _ / _ * (c k : ℂ)), ← h0, ← sum_add_distrib]
+  refine Eq.trans ?_ (zero_add _)
+  rw [← h0, ← sum_add_distrib]
   refine sum_congr rfl fun k _ => ?_
   rw [← add_mul, ← pole_expansion n hz (hzx k)]
```
